# A scalar representation of the permutations of N objects is either trivial or the sign

When permutations of N identical particles act by multiplication with complex numbers, compatibly with composition, only two rules are possible: every permutation gives 1, as for bosons, or each gives its sign, as for fermions. In mathematical terms, a monoid homomorphism `χ` from `Perm (Fin N)` to `ℂ` is constantly one or equal to the sign, for any finite N. The statement concerns these scalar factors alone; no wavefunction or Hamiltonian enters it. The proof asks whether every transposition has value 1, in which case induction on products of transpositions gives the trivial character. Otherwise some transposition has value −1, all others share that value by conjugacy, and the same induction gives the sign.

An attempt in Lean 4 with a fault in it:

```lean
import Mathlib

open Matrix Equiv

namespace CharacterTrivialOrSign

noncomputable section

variable {N : ℕ} {X : Type*}

/-- A multiplicative assignment of complex numbers to permutations, with value one at the
identity, is either constantly one or the sign. -/
theorem character_trivial_or_sign (χ : Perm (Fin N) →* ℂ) :
    (∀ σ, χ σ = 1) ∨ ∀ σ, χ σ = ((Perm.sign σ : ℤ) : ℂ) := by
  by_cases h : ∀ a b : Fin N, a ≠ b → χ (swap a b) = 1
  · left
    intro σ
    refine Perm.swap_induction_on σ (map_one χ) ?_
    intro f a b hab hf
    rw [map_mul, h a b hab, hf, one_mul]
  · right
    push Not at h
    obtain ⟨a, b, hab, hne⟩ := h
    -- a transposition squares to the identity, so its value is -1
    have hsq : χ (swap a b) * χ (swap a b) = 1 := by
      rw [← map_mul, swap_mul_self, map_one]
    have hneg : χ (swap a b) = -1 := (mul_self_eq_one_iff.1 hsq).resolve_left hne
    intro σ
    refine Perm.swap_induction_on σ (by simp) ?_
    intro f c d hcd hf
    -- all transpositions are conjugate and share this value
    have hc : χ (swap a b) = χ (swap c d) :=
      isConj_iff_eq.1 (χ.map_isConj (Perm.isConj_swap hab hcd))
    rw [map_mul, ← hc, hneg, hf, Perm.sign_mul, Perm.sign_swap hcd]
    simp

end

end CharacterTrivialOrSign
```

Messages:

```
Main.lean:26:21: error: Ambiguous term
  swap_mul_self
Possible interpretations:
  Equiv.swap_mul_self : ∀ (i j : ?m.134), Equiv.swap i j * Equiv.swap i j = 1
  
  Matrix.swap_mul_self : ∀ (i j : ?m.135), Matrix.swap ?m.134 i j * Matrix.swap ?m.134 i j = 1
```

Cause. The message says that `swap_mul_self` has two possible meanings. The line `open Matrix Equiv` makes both `Matrix.swap_mul_self`, about swap matrices, and `Equiv.swap_mul_self`, about permutations, available under the short name. `rw` elaborates the lemma it is given before looking for its left-hand side in the goal, so the permutations in the goal cannot settle the choice. Both readings make sense on their own, and Lean reports an ambiguity.

The cure is to write `Equiv.swap_mul_self` in that rewrite, which leaves only the lemma about permutations.

Writing `Equiv.swap` for `swap` elsewhere is mere tidying: as an argument of `χ` the term must be a permutation, so only one reading fits, and Lean reported no error there. The changed comment does not affect compilation, but it corrects the reasoning: squaring to the identity allows the value 1 or −1, and it is the hypothesis `hne` that excludes 1.

Lean accepts the file once it reads:

```diff
@@ -13,5 +13,5 @@
 theorem character_trivial_or_sign (χ : Perm (Fin N) →* ℂ) :
     (∀ σ, χ σ = 1) ∨ ∀ σ, χ σ = ((Perm.sign σ : ℤ) : ℂ) := by
-  by_cases h : ∀ a b : Fin N, a ≠ b → χ (swap a b) = 1
+  by_cases h : ∀ a b : Fin N, a ≠ b → χ (Equiv.swap a b) = 1
   · left
     intro σ
@@ -22,13 +22,13 @@
     push Not at h
     obtain ⟨a, b, hab, hne⟩ := h
-    -- a transposition squares to the identity, so its value is -1
-    have hsq : χ (swap a b) * χ (swap a b) = 1 := by
-      rw [← map_mul, swap_mul_self, map_one]
-    have hneg : χ (swap a b) = -1 := (mul_self_eq_one_iff.1 hsq).resolve_left hne
+    -- a transposition squares to the identity, so its value, if not 1, is -1
+    have hsq : χ (Equiv.swap a b) * χ (Equiv.swap a b) = 1 := by
+      rw [← map_mul, Equiv.swap_mul_self, map_one]
+    have hneg : χ (Equiv.swap a b) = -1 := (mul_self_eq_one_iff.1 hsq).resolve_left hne
     intro σ
     refine Perm.swap_induction_on σ (by simp) ?_
     intro f c d hcd hf
     -- all transpositions are conjugate and share this value
-    have hc : χ (swap a b) = χ (swap c d) :=
+    have hc : χ (Equiv.swap a b) = χ (Equiv.swap c d) :=
       isConj_iff_eq.1 (χ.map_isConj (Perm.isConj_swap hab hcd))
     rw [map_mul, ← hc, hneg, hf, Perm.sign_mul, Perm.sign_swap hcd]
```
